# A rationally extended oscillator with a bound state below every oscillator level

Can the harmonic oscillator potential be altered so that a bound state appears beneath the oscillator's own levels, with its energy and wavefunction known exactly? Measure length in $\sqrt{\hbar/m\omega}$ and energy in $\hbar\omega/2$, so that the oscillator equation is $-\psi''+x^2\psi=E\psi$.

The smallest case starts from $u_0=e^{x^2/2}$. Since $u_0''=(x^2+1)u_0$, this growing function solves the oscillator equation at $E=-1$. Its reciprocal $e^{-x^2/2}$ decays and satisfies $-f''+(x^2-2)f=-f$. The new potential is only a shifted oscillator, but the mechanism is visible: a positive solution that grows rapidly in both directions becomes a bound state of another potential when it is inverted. A polynomial factor in the seed changes the shape of the potential as well.

## The level at −5, derived from a Riccati equation

Take
$$u=(1+2x^2)e^{x^2/2},\qquad V(x)=x^2-2+\frac{8(2x^2-1)}{(1+2x^2)^2}.$$
The claim is that $u$ solves the oscillator equation at energy $-5$, that $1/u$ is a bound state of $V$ at the same energy, and that every oscillator bound state lies higher.

Write $s=1+2x^2$. Differentiating gives $u'=Wu$ with $W=x+4x/s$, and
$$W'=1+\frac{4-8x^2}{s^2}=1-\frac4s+\frac8{s^2},\qquad W^2=x^2+\frac{8x^2}{s}+\frac{16x^2}{s^2}=x^2+4+\frac4s-\frac8{s^2}.$$
The first formula gives $V=x^2-2W'$. Adding the two gives the Riccati equation $W'+W^2=x^2+5$.

Hence $u''=(W'+W^2)u=(x^2+5)u$, which is the oscillator equation at $-5$. For $v=1/u$ we have $v'=-Wv$, so
$$v''=(W^2-W')v=(x^2+5-2W')v=(V+5)v,$$
or $-v''+Vv=-5v$. Because $u\ge e^{x^2/2}$, we have $v^2\le e^{-x^2}$, and $v$ is square integrable. Its norm follows from
$$\frac{d}{dx}\,\frac{x e^{-x^2}}{s}=e^{-x^2}\left(\frac{2}{s^2}-1\right),$$
which gives $\int v^2\,dx=\sqrt\pi/2$. The normalised state is $(2/\sqrt\pi)^{1/2}\,v$.

Other solutions are carried across by $\varphi=\psi'-W\psi$. If $\psi''=(x^2-E)\psi$, the Riccati equation gives $\varphi'=-W\varphi-(E+5)\psi$. Differentiating again,
$$\varphi''=-W'\varphi-W\varphi'-(E+5)\psi'=(W^2-W'-E-5)\varphi=(V-E)\varphi.$$

Finally, let $f$ be an oscillator bound state with $E\le0$. Then
$$(f^2)''=2f'^2+2(x^2-E)f^2\ge0,$$
so $f^2$ is convex and $2f(a)^2\le f(a+t)^2+f(a-t)^2$ for all $t$. The right side is integrable in $t$ over the line, so the constant on the left must vanish. As $a$ is arbitrary, $f=0$, a contradiction. Thus $E>0>-5$.

## Solutions, bound states and the two potentials in Lean

```lean
import Mathlib

open MeasureTheory

namespace RationalOscillator

noncomputable section
```

`Solves V E f` supplies functions `f₁` and `f₂`, the first and second derivatives of `f` at every real point, and requires the Schrödinger equation everywhere.

```lean
/-- The function `f` is twice differentiable on the line and solves the stationary
Schrödinger equation `-f'' + V f = E f`. -/
def Solves (V : ℝ → ℝ) (E : ℝ) (f : ℝ → ℝ) : Prop :=
  ∃ f₁ f₂ : ℝ → ℝ, (∀ x, HasDerivAt f (f₁ x) x) ∧ (∀ x, HasDerivAt f₁ (f₂ x) x) ∧
    ∀ x, -f₂ x + V x * f x = E * f x
```

A bound state must also be nonzero somewhere and have an integrable square. Norm one is not required. Functions and energies are real.

```lean
/-- A real bound state: a solution that is not identically zero and is square integrable. -/
def BoundState (V : ℝ → ℝ) (E : ℝ) (f : ℝ → ℝ) : Prop :=
  Solves V E f ∧ (∃ x, f x ≠ 0) ∧ Integrable (fun x => f x ^ 2)
```

The next definitions give $x^2$, the potential $V$, the seed $u$ and its logarithmic derivative.

```lean
/-- The harmonic oscillator potential `x²`. -/
def oscillator (x : ℝ) : ℝ := x ^ 2

/-- The rationally extended oscillator potential. -/
def extended (x : ℝ) : ℝ := x ^ 2 - 2 + 8 * (2 * x ^ 2 - 1) / (1 + 2 * x ^ 2) ^ 2

/-- The seed function `u = (1 + 2x²) exp(x²/2)`. -/
def seed (x : ℝ) : ℝ := (1 + 2 * x ^ 2) * Real.exp (x ^ 2 / 2)
```

The letter `W` is the one usual for a superpotential, whose sign convention varies between texts; here $W=+u'/u$.

```lean
/-- The function `W = x + 4x / (1 + 2x²)`. -/
def W (x : ℝ) : ℝ := x + 4 * x / (1 + 2 * x ^ 2)
```

## Derivatives of the seed and the Riccati equation

Positivity of $u$ makes its reciprocal and logarithm regular on the whole line.

```lean
/-- The seed function is positive everywhere. -/
theorem seed_pos (x : ℝ) : 0 < seed x := by
  unfold seed
  positivity
```

The product and chain rules give $u'$. Clearing the denominator of `W` identifies it with $Wu$.

```lean
/-- The seed function satisfies the first-order equation `u' = W u`. -/
theorem hasDerivAt_seed (x : ℝ) : HasDerivAt seed (W x * seed x) x := by
  have hsq : HasDerivAt (fun y : ℝ => y ^ 2) (2 * x) x := by
    simpa using hasDerivAt_pow 2 x
  have hne : 1 + 2 * x ^ 2 ≠ 0 := by positivity
  have h := ((hsq.const_mul 2).const_add 1).fun_mul (hsq.div_const 2).exp
  refine h.congr_deriv ?_
  have hW : W x * (1 + 2 * x ^ 2) = x * (1 + 2 * x ^ 2) + 4 * x := by
    unfold W
    rw [add_mul, div_mul_cancel₀ _ hne]
  unfold seed
  linear_combination (-(Real.exp (x ^ 2 / 2))) * hW
```

The derivative of `W` is recorded as $(x^2-V)/2$, so that later steps can use the potential directly.

```lean
/-- The derivative of `W` is half the difference of the oscillator and extended potentials. -/
theorem hasDerivAt_W (x : ℝ) : HasDerivAt W ((x ^ 2 - extended x) / 2) x := by
  have hsq : HasDerivAt (fun y : ℝ => y ^ 2) (2 * x) x := by
    simpa using hasDerivAt_pow 2 x
  have hne : 1 + 2 * x ^ 2 ≠ 0 := by positivity
  have h := (hasDerivAt_id' x).fun_add
    (((hasDerivAt_id' x).const_mul 4).fun_div ((hsq.const_mul 2).const_add 1) hne)
  refine h.congr_deriv ?_
  unfold extended
  ring
```

Together with $(\log u)'=W$, this states that $V=x^2-2(\log u)''$.

```lean
/-- The extended potential is the Darboux partner `x² - 2 (log u)''` of the oscillator:
`W` is the derivative of `log u`, and `W' = (x² - extended) / 2`. -/
theorem extended_is_darboux_partner (x : ℝ) :
    HasDerivAt (fun y => Real.log (seed y)) (W x) x ∧
      HasDerivAt W ((x ^ 2 - extended x) / 2) x := by
  refine ⟨?_, hasDerivAt_W x⟩
  exact ((hasDerivAt_seed x).log (seed_pos x).ne').congr_deriv
    (mul_div_cancel_right₀ _ (seed_pos x).ne')
```

For the Riccati equation, `hr` says that $s\,s^{-1}=1$. A suitable multiple of it accounts for all the cancellations between fractions found by hand.

```lean
/-- The Riccati equation `W' + W² = x² + 5`, with `W'` written through the
extended potential. -/
theorem riccati (x : ℝ) : (x ^ 2 - extended x) / 2 + W x ^ 2 = x ^ 2 + 5 := by
  have hne : 1 + 2 * x ^ 2 ≠ 0 := by positivity
  have hr : (1 + 2 * x ^ 2) * (1 + 2 * x ^ 2)⁻¹ = 1 := mul_inv_cancel₀ hne
  unfold extended W
  simp only [div_eq_mul_inv, ← inv_pow]
  linear_combination (4 * (1 + 2 * x ^ 2)⁻¹ + 4) * hr
```

Multiplying the Riccati equation by $u$ yields the seed's equation.

```lean
/-- The seed function solves the oscillator equation at energy `-5`. -/
theorem seed_solves : Solves oscillator (-5) seed := by
  refine ⟨fun x => W x * seed x,
    fun x => (x ^ 2 - extended x) / 2 * seed x + W x * (W x * seed x),
    hasDerivAt_seed, fun x => (hasDerivAt_W x).fun_mul (hasDerivAt_seed x), ?_⟩
  intro x
  simp only [oscillator]
  linear_combination (-(seed x)) * riccati x
```

## Carrying solutions to the extended potential

In the next proof, `p` and `q` are $\psi'$ and $\psi''$. The step `hφ` is the formula for $\varphi'$, and `heq` is the final equation for $\varphi$. The theorem concerns solutions, not bound states: it claims neither that $\varphi$ is nonzero nor that it is square integrable. For $\psi=u$ the image is identically zero. The second solution $u\int_0^x dt/u(t)^2$ at the same energy is sent to $1/u$, but the next section checks the new state directly instead.

```lean
/-- The Darboux operator `ψ ↦ ψ' - W ψ` carries each solution of the oscillator equation
to a solution for the extended potential at the same energy. -/
theorem darboux_intertwines {E : ℝ} {ψ : ℝ → ℝ} (h : Solves oscillator E ψ) :
    Solves extended E (fun x => deriv ψ x - W x * ψ x) := by
  obtain ⟨p, q, h1, h2, h3⟩ := h
  have hd : deriv ψ = p := funext fun x => (h1 x).deriv
  rw [hd]
  -- the first derivative simplifies by the oscillator and Riccati equations
  have hφ : ∀ x, HasDerivAt (fun y => p y - W y * ψ y)
      (-(W x * (p x - W x * ψ x)) - (E + 5) * ψ x) x := by
    intro x
    refine ((h2 x).fun_sub ((hasDerivAt_W x).fun_mul (h1 x))).congr_deriv ?_
    have h3x := h3 x
    simp only [oscillator] at h3x
    linear_combination -h3x - ψ x * riccati x
  have heq : ∀ x, -(-((x ^ 2 - extended x) / 2 * (p x - W x * ψ x)
      + W x * (-(W x * (p x - W x * ψ x)) - (E + 5) * ψ x)) - (E + 5) * p x)
      + extended x * (p x - W x * ψ x) = E * (p x - W x * ψ x) := by
    intro x
    linear_combination (-(p x - W x * ψ x)) * riccati x
  exact ⟨_, fun x => -((x ^ 2 - extended x) / 2 * (p x - W x * ψ x)
      + W x * (-(W x * (p x - W x * ψ x)) - (E + 5) * ψ x)) - (E + 5) * p x, hφ,
    fun x => (((hasDerivAt_W x).fun_mul (hφ x)).fun_neg).fun_sub ((h1 x).const_mul (E + 5)),
    heq⟩
```

## The reciprocal as a bound state

Here `hv` is $v'=-Wv$, and `heq` is the Schrödinger equation for $v$. The remaining lines prove $u\ge e^{x^2/2}$, invert and square it, and compare $v^2$ with the integrable Gaussian $e^{-x^2}$.

```lean
/-- The reciprocal of the seed function is a bound state of the extended potential at
energy `-5`. -/
theorem inverse_seed_boundState : BoundState extended (-5) (fun x => 1 / seed x) := by
  have hv : ∀ x, HasDerivAt (fun y => 1 / seed y) (-W x * (1 / seed x)) x := by
    intro x
    have hne := (seed_pos x).ne'
    refine ((hasDerivAt_const x (1 : ℝ)).fun_div (hasDerivAt_seed x) hne).congr_deriv ?_
    have hs : seed x * (seed x)⁻¹ = 1 := mul_inv_cancel₀ hne
    linear_combination (-(W x) * (seed x)⁻¹) * hs
  have heq : ∀ x, -(-((x ^ 2 - extended x) / 2) * (1 / seed x)
      + -W x * (-W x * (1 / seed x))) + extended x * (1 / seed x)
      = -5 * (1 / seed x) := by
    intro x
    linear_combination (-(1 / seed x)) * riccati x
  refine ⟨⟨fun x => -W x * (1 / seed x), fun x => -((x ^ 2 - extended x) / 2) * (1 / seed x)
      + -W x * (-W x * (1 / seed x)), hv,
    fun x => ((hasDerivAt_W x).fun_neg).fun_mul (hv x), heq⟩,
    ⟨0, (one_div_pos.mpr (seed_pos 0)).ne'⟩, ?_⟩
  -- the square is dominated by a Gaussian
  have hc : Continuous (fun y => 1 / seed y) :=
    continuous_iff_continuousAt.2 fun x => (hv x).continuousAt
  refine (integrable_exp_neg_mul_sq one_pos).mono' (hc.pow 2).aestronglyMeasurable
    (Filter.Eventually.of_forall fun x => ?_)
  have hu : Real.exp (x ^ 2 / 2) ≤ seed x := by
    unfold seed
    nlinarith [Real.exp_pos (x ^ 2 / 2), mul_nonneg (sq_nonneg x) (Real.exp_pos (x ^ 2 / 2)).le]
  have hb : 1 / seed x ≤ Real.exp (-(x ^ 2 / 2)) := by
    rw [Real.exp_neg, ← one_div]
    exact one_div_le_one_div_of_le (Real.exp_pos _) hu
  rw [Real.norm_of_nonneg (sq_nonneg _)]
  calc (1 / seed x) ^ 2 ≤ Real.exp (-(x ^ 2 / 2)) ^ 2 :=
        pow_le_pow_left₀ (one_div_pos.mpr (seed_pos x)).le hb 2
    _ = Real.exp (-1 * x ^ 2) := by
        rw [← Real.exp_nat_mul]
        congr 1
        push_cast
        ring
```

## Positive energies for the oscillator

The proof assumes $E\le0$. The facts `hg` and `hg'` differentiate $f^2$ twice; `hmono` makes its first derivative monotone, which gives convexity. Then `hmid` is the midpoint inequality, and `hconst` dominates the constant $2f(a)^2$ by a translated and a reflected copy of the density. An integrable constant is zero or lives on a space of finite measure, and the real line excludes the second case.

```lean
/-- Every bound state of the oscillator has positive energy. -/
theorem oscillator_energy_pos {E : ℝ} {f : ℝ → ℝ} (h : BoundState oscillator E f) :
    0 < E := by
  obtain ⟨⟨p, q, h1, h2, h3⟩, ⟨a, ha⟩, hint⟩ := h
  by_contra hE
  have hE' : E ≤ 0 := not_lt.mp hE
  have hg : ∀ x, HasDerivAt (fun y => f y ^ 2) (2 * (f x * p x)) x := fun x =>
    ((h1 x).fun_pow 2).congr_deriv (by norm_num; ring)
  have hg' : ∀ x, HasDerivAt (fun y => 2 * (f y * p y)) (2 * (p x * p x + f x * q x)) x :=
    fun x => ((h1 x).fun_mul (h2 x)).const_mul 2
  -- at non-positive energy the density is convex
  have hmono : Monotone (deriv fun y => f y ^ 2) := by
    rw [show (deriv fun y => f y ^ 2) = fun y => 2 * (f y * p y) from
      funext fun x => (hg x).deriv]
    refine monotone_of_deriv_nonneg (fun x => (hg' x).differentiableAt) fun x => ?_
    rw [(hg' x).deriv]
    have h3x := h3 x
    simp only [oscillator] at h3x
    have hq : f x * q x = (x ^ 2 - E) * f x ^ 2 := by linear_combination -(f x) * h3x
    have hn : 0 ≤ (x ^ 2 - E) * f x ^ 2 :=
      mul_nonneg (by nlinarith [sq_nonneg x]) (sq_nonneg _)
    rw [hq]
    nlinarith [mul_self_nonneg (p x)]
  have hconv := hmono.convexOn_univ_of_deriv fun x => (hg x).differentiableAt
  have hmid : ∀ t, 2 * f a ^ 2 ≤ f (a + t) ^ 2 + f (a - t) ^ 2 := by
    intro t
    have hm := hconv.2 (Set.mem_univ (a + t)) (Set.mem_univ (a - t))
      (show (0 : ℝ) ≤ 1 / 2 by norm_num) (show (0 : ℝ) ≤ 1 / 2 by norm_num) (by norm_num)
    simp only [smul_eq_mul] at hm
    rw [show 1 / 2 * (a + t) + 1 / 2 * (a - t) = a by ring] at hm
    linarith
  -- so a positive constant would be integrable over the whole line
  have hconst : Integrable (fun _ : ℝ => 2 * f a ^ 2) := by
    refine ((hint.comp_add_left a).add (hint.comp_sub_left a)).mono'
      aestronglyMeasurable_const (Filter.Eventually.of_forall fun t => ?_)
    rw [Real.norm_of_nonneg (by positivity)]
    exact hmid t
  rcases integrable_const_iff.mp hconst with h0 | hfin
  · exact ha (by simpa using h0)
  · have htop := hfin.measure_univ_lt_top
    simp at htop
```

## The two energies compared

The last theorem joins the bound state at $-5$ to the lower bound on oscillator energies. It does not determine the full set of levels of either potential.

```lean
/-- The extended potential has the bound state `1/u` at energy `-5`, and this energy lies
below that of every bound state of the oscillator. -/
theorem new_level_below_oscillator :
    BoundState extended (-5) (fun x => 1 / seed x) ∧
      ∀ E f, BoundState oscillator E f → -5 < E :=
  ⟨inverse_seed_boundState, fun _ _ h => by linarith [oscillator_energy_pos h]⟩

end

end RationalOscillator
```

```lean
#print axioms RationalOscillator.extended_is_darboux_partner
#print axioms RationalOscillator.seed_solves
#print axioms RationalOscillator.darboux_intertwines
#print axioms RationalOscillator.new_level_below_oscillator
```

```
'RationalOscillator.extended_is_darboux_partner' depends on axioms: [propext, Classical.choice, Quot.sound]
'RationalOscillator.seed_solves' depends on axioms: [propext, Classical.choice, Quot.sound]
'RationalOscillator.darboux_intertwines' depends on axioms: [propext, Classical.choice, Quot.sound]
'RationalOscillator.new_level_below_oscillator' depends on axioms: [propext, Classical.choice, Quot.sound]
```

To read these statements as spectral ones, one must still identify such square-integrable solutions with eigenvectors of the self-adjoint Hamiltonians on $L^2(\mathbb R)$. For a single particle in one dimension, the result supplies a non-harmonic potential with an explicit eigenpair, against which a numerical Schrödinger solver can be compared.
